# Sign of the Harris-Foulkes curvature for a density mode of jellium with LDA exchange

## Question

In each step of a self-consistent field calculation I evaluate the Harris-Foulkes energy from the input density: the sum of occupied eigenvalues, minus the double-counting integral, plus the Hartree and exchange-correlation energy of that same input density. Near convergence I would like to know on which side of the converged energy this number lies. The claim is that in jellium with LDA exchange the side depends on the wavelength of the density error. In atomic units, let n be the density, kF the Fermi wavevector with kF³ = 3π²n, q the wavevector of the error, k(q) = 4π/q² − π/kF² the Hartree-exchange kernel and χ the independent-particle response. For χ in [−kF/π², 0] and kF > 1/π, the curvature −k(1 − χk) should be negative for 0 < q < 2kF and positive for q > 2kF. How can this be stated and proved in Lean 4 with Mathlib?

## Answer

### The model and the statement

The input density is restricted to one real mode of amplitude x. With the mode written as x√2 cos(q·r) and energies taken per volume, the Hartree energy of the mode is (1/2)(4π/q²)x², which is the normalisation in which the kernel takes the form above. Five real functions describe the mode: the Hartree-xc energy E(x), its potential v(x) = E′(x), the kernel k(x) = v′(x), the band energy B(w) in a potential of amplitude w, and the output amplitude n_out(w) = B′(w). The definition `harris B E v` is

H(x) = B(v(x)) − x v(x) + E(x).

The main theorem `jellium_harris_sign` takes these functions as arbitrary, tied together by hypotheses. `hE`, `hv` and `hB` are the three derivative relations, required at every point. The density n + x√2 cos(q·r) is positive everywhere only for |x| < n/√2, so for larger amplitudes E has to be continued smoothly; the conclusion depends only on the functions near x₀ and v(x₀). `hsc` is self-consistency at the amplitude x₀, n_out(v(x₀)) = x₀. `hχ` defines the number χ as the derivative of `nout` at v(x₀), and `hk` asks that k be differentiable at x₀. Jellium, whose uniform state is x₀ = 0, enters through `hker`: the kernel at x₀ equals 4π/q² plus the second derivative at n of `exchangeEnergy`, the function e(n) = −(3/4)(3/π)^(1/3) n^(4/3). With `hn3` (kF³ = 3π²n), `hkF` (kF ≥ 1/π), `hq` (q > 0) and `hr` (χ in [−kF/π², 0]), the conclusion is H″(x₀) < 0 if q < 2kF and H″(x₀) > 0 if q > 2kF. The condition on kF is slightly weaker than the one asked for, since equality is allowed. At kF = 1/π the second density derivative of the kinetic plus exchange energy per volume of the uniform gas, π²/kF − π/kF², vanishes. The hypothesis `hq` matters because Lean's 4π/0² is 0, which would turn the Hartree term off at q = 0.

Three physical inputs are assumed. The relation B′ = n_out is the Hellmann-Feynman theorem for the band energy and appears as `hB`. The form of the kernel is `hker`, which leaves out correlation. The interval for χ contains every value of the static response of the free spin-unpolarised electron gas, whose long-wave limit is −kF/π², and no formula for χ(q) is used. The result concerns a model of the Harris-Foulkes functional with one amplitude, or with two uncoupled amplitudes in `jellium_saddle`, without the higher harmonics that exchange adds to the potential of a finite wave; a functional on a space of densities is never constructed. Nothing is claimed at q = 2kF, where k vanishes.

### Derivation by hand

**Exchange kernel.** Put c = (3/π)^(1/3) and m = n^(1/3), with n > 0. Then

e′(n) = −c n^(1/3),  e″(n) = −(c/3) n^(−2/3) = −c/(3m²).

Since (πcm)³ = π³(3/π)n = 3π²n = kF³ and both numbers are positive, kF = πcm. Therefore

e″(n) kF² = −π²c³/3 = −π,  e″(n) = −π/kF².

**Curvature.** By the chain and product rules,

H′(x) = n_out(v(x)) k(x) − v(x) − x k(x) + v(x) = (n_out(v(x)) − x) k(x).

The slope is the residual times the kernel, so H is stationary at x₀. Differentiating again,

H″(x₀) = (χ k(x₀) − 1) k(x₀) + (n_out(v(x₀)) − x₀) k′(x₀).

The last term vanishes by self-consistency, leaving H″(x₀) = −k(1 − χk) with k = k(x₀).

**Long waves, 0 < q < 2kF.** From q² < 4kF² follows π/kF² < 4π/q², so k > 0. With χ ≤ 0 one has χk ≤ 0, hence 1 − χk ≥ 1 and −k(1 − χk) < 0. No lower bound on χ or kF is needed.

**Short waves, q > 2kF.** Now 0 < −k < π/kF², the upper bound because 4π/q² > 0. With −χ ≤ kF/π²,

χk = (−χ)(−k) ≤ (kF/π²)(−k) < (kF/π²)(π/kF²) = 1/(πkF) ≤ 1.

Both −k and 1 − χk are positive, and so is their product. The middle inequality is strict, which is why kF = 1/π is allowed.

**Sharpness.** Suppose 0 < kF < 1/π and set d = 1 − πkF, so 0 < d < 1. Take q = 2kF/d > 2kF and χ = −kF/π². Then 4π/q² = πd²/kF², and

k = π(d − 1)(d + 1)/kF² = −π²(2 − πkF)/kF,  χk = 2 − πkF > 1.

Here −k > 0 and 1 − χk < 0, so positivity fails. Positivity for all q > 2kF and all χ in the interval thus holds exactly when kF ≥ 1/π.

**Two modes.** For E = kx²/2, v = kx and B = χw²/2,

H(x) = χk²x²/2 − kx² + kx²/2 = −k(1 − χk) x²/2.

Add a mode with wavevector q₁ in (0, 2kF), response χ₁ ≤ 0 and amplitude a to a mode with q₂ > 2kF, χ₂ ≥ −kF/π² and amplitude b, and call the sum H(a, b). For kF ≥ 1/π and every x ≠ 0 this gives H(x, 0) < H(0, 0) < H(0, x).

### The file

```lean
import Mathlib

open Real Filter Topology

namespace HarrisJellium

noncomputable section

/-- LDA exchange energy per volume at density `n`, in atomic units. -/
def exchangeEnergy (n : ℝ) : ℝ := -(3 / 4) * (3 / π) ^ (1 / 3 : ℝ) * n ^ (4 / 3 : ℝ)

/-- LDA exchange potential at density `n`. -/
def exchangePotential (n : ℝ) : ℝ := -(3 / π) ^ (1 / 3 : ℝ) * n ^ (1 / 3 : ℝ)

/-- Hartree plus LDA exchange kernel of jellium at wavevector `q`. -/
def kernel (kF q : ℝ) : ℝ := 4 * π / q ^ 2 - π / kF ^ 2

/-- Harris-Foulkes energy of one density mode of input amplitude `x`: band energy `B` in the
input potential `v x`, minus the double counting `x v(x)`, plus the Hartree-xc energy `E`. -/
def harris (B E v : ℝ → ℝ) (x : ℝ) : ℝ := B (v x) - x * v x + E x

/-- The curvature `-k (1 - χ k)` for kernel `k` and independent-particle response `χ`. -/
def harrisCurvature (k χ : ℝ) : ℝ := -k * (1 - χ * k)

/-- Harris-Foulkes energy of a mode with band energy `χ w² / 2`, Hartree-xc energy `k x² / 2`
and potential `k x`. -/
def harrisQuadratic (k χ : ℝ) : ℝ → ℝ :=
  harris (fun w => χ * w ^ 2 / 2) (fun x => k * x ^ 2 / 2) (fun x => k * x)

/-- At positive density the exchange potential is the derivative of the exchange energy. -/
theorem exchangeEnergy_hasDerivAt {n : ℝ} (hn : 0 < n) :
    HasDerivAt exchangeEnergy (exchangePotential n) n := by
  have h := (Real.hasDerivAt_rpow_const (p := 4 / 3) (Or.inl hn.ne')).const_mul
    (-(3 / 4) * (3 / π) ^ (1 / 3 : ℝ))
  refine h.congr_deriv ?_
  rw [show (4 / 3 - 1 : ℝ) = 1 / 3 by norm_num, exchangePotential]
  ring

/-- The second derivative of the exchange energy is `-π / kF²` where `kF³ = 3 π² n`. -/
theorem exchangeEnergy_second_deriv {n kF : ℝ} (hkF : 0 < kF) (hn3 : kF ^ 3 = 3 * π ^ 2 * n) :
    HasDerivAt (deriv exchangeEnergy) (-π / kF ^ 2) n := by
  have hpi := Real.pi_pos
  have hn : 0 < n := by
    have h3 : 0 < 3 * π ^ 2 := by positivity
    have h4 : 0 < kF ^ 3 := by positivity
    by_contra h
    have := mul_nonneg h3.le (neg_nonneg.mpr (not_lt.mp h))
    linarith
  have cube : ∀ x : ℝ, 0 ≤ x → (x ^ (1 / 3 : ℝ)) ^ 3 = x := by
    intro x hx
    rw [← Real.rpow_natCast, ← Real.rpow_mul hx]
    norm_num
  -- with c = (3/π)^(1/3) and m = n^(1/3) one has kF = π c m
  have key : ∀ c m : ℝ, 0 < c → 0 < m → π * c ^ 3 = 3 → m ^ 3 = n →
      -c * (1 / 3 * (m / n)) = -π / kF ^ 2 := by
    intro c m hc0 hm0 hc hm
    have hk : kF = π * c * m :=
      (pow_left_inj₀ hkF.le (by positivity) (by norm_num : (3 : ℕ) ≠ 0)).mp
        (by rw [hn3]; linear_combination (-π ^ 2 * m ^ 3) * hc - 3 * π ^ 2 * hm)
    rw [hk, ← hm, eq_div_iff (by positivity)]
    calc -c * (1 / 3 * (m / m ^ 3)) * (π * c * m) ^ 2 = -(π * c ^ 3) * π / 3 := by
          field_simp
      _ = -π := by rw [hc]; ring
  have h := (Real.hasDerivAt_rpow_const (p := 1 / 3) (Or.inl hn.ne')).const_mul
    (-(3 / π) ^ (1 / 3 : ℝ))
  have hpot : HasDerivAt exchangePotential (-π / kF ^ 2) n := by
    refine h.congr_deriv ?_
    rw [Real.rpow_sub_one hn.ne']
    refine key _ _ (by positivity) (by positivity) ?_ (cube n hn.le)
    rw [cube _ (by positivity)]
    field_simp
  refine hpot.congr_of_eventuallyEq ?_
  filter_upwards [lt_mem_nhds hn] with y hy using (exchangeEnergy_hasDerivAt hy).deriv

/-- The slope of the Harris-Foulkes energy is the residual `nout - x` times the kernel. -/
theorem harris_hasDerivAt {B E v : ℝ → ℝ} {x k nout : ℝ} (hE : HasDerivAt E (v x) x)
    (hv : HasDerivAt v k x) (hB : HasDerivAt B nout (v x)) :
    HasDerivAt (harris B E v) ((nout - x) * k) x := by
  have h1 : HasDerivAt (fun y => B (v y)) (nout * k) x := hB.comp x hv
  have h := (h1.fun_sub ((hasDerivAt_id' x).fun_mul hv)).fun_add hE
  exact h.congr_deriv (by ring)

/-- At a self-consistent point the second derivative of the Harris-Foulkes energy is
`-k (1 - χ k)`. -/
theorem harris_second_deriv {B E v k nout : ℝ → ℝ} {x₀ χ : ℝ}
    (hE : ∀ x, HasDerivAt E (v x) x) (hv : ∀ x, HasDerivAt v (k x) x)
    (hB : ∀ w, HasDerivAt B (nout w) w) (hk : DifferentiableAt ℝ k x₀)
    (hχ : HasDerivAt nout χ (v x₀)) (hsc : nout (v x₀) = x₀) :
    HasDerivAt (deriv (harris B E v)) (harrisCurvature (k x₀) χ) x₀ := by
  have hd : deriv (harris B E v) = fun x => (nout (v x) - x) * k x :=
    funext fun x => (harris_hasDerivAt (hE x) (hv x) (hB (v x))).deriv
  have h1 : HasDerivAt (fun y => nout (v y)) (χ * k x₀) x₀ := hχ.comp x₀ (hv x₀)
  have h := (h1.fun_sub (hasDerivAt_id' x₀)).fun_mul hk.hasDerivAt
  rw [hd]
  -- the derivative of the kernel multiplies the residual, which vanishes
  refine h.congr_deriv ?_
  simp only [hsc, harrisCurvature]
  ring

/-- The quadratic energies `k x² / 2` and `χ w² / 2` obey the derivative relations between
energy, potential, kernel, output density and response, and are self-consistent at `0`. -/
theorem harris_second_deriv_witness (k χ : ℝ) :
    (∀ x, HasDerivAt (fun x : ℝ => k * x ^ 2 / 2) (k * x) x) ∧
    (∀ x, HasDerivAt (fun x : ℝ => k * x) k x) ∧
    (∀ w, HasDerivAt (fun w : ℝ => χ * w ^ 2 / 2) (χ * w) w) ∧
    DifferentiableAt ℝ (fun _ : ℝ => k) 0 ∧
    HasDerivAt (fun w : ℝ => χ * w) χ (k * 0) ∧ χ * (k * 0) = 0 := by
  have hq : ∀ c x : ℝ, HasDerivAt (fun x : ℝ => c * x ^ 2 / 2) (c * x) x := fun c x =>
    (((hasDerivAt_pow 2 x).const_mul c).div_const 2).congr_deriv
      (by ring1)
  have hl : ∀ c x : ℝ, HasDerivAt (fun x : ℝ => c * x) c x := fun c x =>
    ((hasDerivAt_id' x).const_mul c).congr_deriv (mul_one c)
  exact ⟨hq k, hl k, hq χ, differentiableAt_const k, hl χ _, by ring⟩

/-- For `0 < q < 2 kF` and `χ ≤ 0` the jellium curvature is negative. -/
theorem curvature_neg {kF q χ : ℝ} (hq : 0 < q) (hlt : q < 2 * kF) (hχ : χ ≤ 0) :
    harrisCurvature (kernel kF q) χ < 0 := by
  have hkF : 0 < kF := by linarith
  have hk : 0 < kernel kF q := by
    have h2 : q ^ 2 < 4 * kF ^ 2 := by nlinarith
    rw [kernel, sub_pos, div_lt_div_iff₀ (by positivity) (by positivity)]
    nlinarith [mul_lt_mul_of_pos_left h2 Real.pi_pos]
  have h1 : 0 < 1 - χ * kernel kF q := by
    nlinarith [mul_nonneg (neg_nonneg.mpr hχ) hk.le]
  have := mul_pos hk h1
  unfold harrisCurvature
  linarith

/-- For `q > 2 kF`, `kF ≥ 1/π` and `χ ≥ -kF/π²` the jellium curvature is positive. -/
theorem curvature_pos {kF q χ : ℝ} (hkF : 1 / π ≤ kF) (hgt : 2 * kF < q)
    (hχ : -(kF / π ^ 2) ≤ χ) : 0 < harrisCurvature (kernel kF q) χ := by
  have hpi := Real.pi_pos
  have hk0 : 0 < kF := lt_of_lt_of_le (by positivity) hkF
  have hq : 0 < q := by linarith
  have ha : 1 ≤ kF * π := (div_le_iff₀ hpi).mp hkF
  have hk : 0 < -kernel kF q := by
    have h2 : 4 * kF ^ 2 < q ^ 2 := by nlinarith
    rw [kernel, neg_sub, sub_pos, div_lt_div_iff₀ (by positivity) (by positivity)]
    nlinarith [mul_lt_mul_of_pos_left h2 hpi]
  have hb : -kernel kF q < π / kF ^ 2 := by
    have : 0 < 4 * π / q ^ 2 := by positivity
    unfold kernel
    linarith
  -- χ k stays below 1 / (π kF)
  have h1 : χ * kernel kF q < 1 :=
    calc χ * kernel kF q = -χ * -kernel kF q := by ring
      _ ≤ kF / π ^ 2 * -kernel kF q := mul_le_mul_of_nonneg_right (by linarith) hk.le
      _ < kF / π ^ 2 * (π / kF ^ 2) := mul_lt_mul_of_pos_left hb (by positivity)
      _ = 1 / (kF * π) := by field_simp
      _ ≤ 1 := by rw [div_le_iff₀ (by positivity)]; linarith
  exact mul_pos hk (by linarith)

/-- For `kF > 0`, the jellium curvature is positive for every `q > 2 kF` and every `χ` in `[-kF/π², 0]`
exactly when `kF ≥ 1/π`. -/
theorem curvature_pos_iff {kF : ℝ} (hkF : 0 < kF) :
    (∀ q, 2 * kF < q → ∀ χ ∈ Set.Icc (-(kF / π ^ 2)) 0, 0 < harrisCurvature (kernel kF q) χ) ↔
      1 / π ≤ kF := by
  refine ⟨fun h => ?_, fun hk q hq χ hχ => curvature_pos hk hq hχ.1⟩
  have hpi := Real.pi_pos
  by_contra hc
  have ha : kF * π < 1 := (lt_div_iff₀ hpi).mp (not_le.mp hc)
  have ha0 : 0 < kF * π := by positivity
  have hd : 0 < 1 - kF * π := by linarith
  -- test mode q = 2 kF / (1 - π kF) with the extreme response, where χ k = 2 - π kF
  have hq : 2 * kF < 2 * kF / (1 - kF * π) := by
    rw [lt_div_iff₀ hd]
    nlinarith [mul_pos hkF ha0]
  have hmem : 0 ≤ kF / π ^ 2 := by positivity
  have h0 := h _ hq (-(kF / π ^ 2)) ⟨le_rfl, by linarith⟩
  have e : ∀ d : ℝ, d ≠ 0 → 4 * π / (2 * kF / d) ^ 2 = π * d ^ 2 / kF ^ 2 := by
    intro d hd
    field_simp <;> ring
  have hk : kernel kF (2 * kF / (1 - kF * π)) = -(π ^ 2 * (2 - kF * π) / kF) := by
    rw [kernel, e _ hd.ne']
    field_simp <;> ring
  have hχk : -(kF / π ^ 2) * kernel kF (2 * kF / (1 - kF * π)) = 2 - kF * π := by
    rw [hk]
    field_simp <;> ring
  have hP : 0 < -kernel kF (2 * kF / (1 - kF * π)) := by
    rw [hk, neg_neg]
    exact div_pos (mul_pos (by positivity) (by linarith)) hkF
  have := (mul_pos_iff_of_pos_left hP).mp h0
  rw [hχk] at this
  linarith

/-- For a self-consistent mode whose kernel is Hartree plus LDA exchange at density `n`, with
`kF ≥ 1/π` and `χ` in `[-kF/π², 0]`, the second derivative of the Harris-Foulkes energy is
negative for `0 < q < 2 kF` and positive for `q > 2 kF`. -/
theorem jellium_harris_sign {B E v k nout : ℝ → ℝ} {x₀ χ n kF q : ℝ}
    (hE : ∀ x, HasDerivAt E (v x) x) (hv : ∀ x, HasDerivAt v (k x) x)
    (hB : ∀ w, HasDerivAt B (nout w) w) (hk : DifferentiableAt ℝ k x₀)
    (hχ : HasDerivAt nout χ (v x₀)) (hsc : nout (v x₀) = x₀)
    (hn3 : kF ^ 3 = 3 * π ^ 2 * n) (hkF : 1 / π ≤ kF) (hq : 0 < q)
    (hker : k x₀ = 4 * π / q ^ 2 + deriv (deriv exchangeEnergy) n)
    (hr : χ ∈ Set.Icc (-(kF / π ^ 2)) 0) :
    (q < 2 * kF → deriv (deriv (harris B E v)) x₀ < 0) ∧
    (2 * kF < q → 0 < deriv (deriv (harris B E v)) x₀) := by
  have hk0 : 0 < kF := lt_of_lt_of_le (one_div_pos.mpr Real.pi_pos) hkF
  have hkq : k x₀ = kernel kF q := by
    rw [hker, (exchangeEnergy_second_deriv hk0 hn3).deriv, kernel]
    ring
  rw [(harris_second_deriv hE hv hB hk hχ hsc).deriv, hkq]
  exact ⟨fun h => curvature_neg hq h hr.2, fun h => curvature_pos hkF h hr.1⟩

/-- In the quadratic model with modes `0 < q₁ < 2 kF < q₂`, `kF ≥ 1/π`, `χ₁ ≤ 0` and
`χ₂ ≥ -kF/π²`, the total Harris-Foulkes energy at a nonzero amplitude lies
below its value at zero amplitude along mode 1 and above it along mode 2. -/
theorem jellium_saddle {kF q₁ q₂ χ₁ χ₂ x : ℝ} (hkF : 1 / π ≤ kF) (h0 : 0 < q₁)
    (h1 : q₁ < 2 * kF) (h2 : 2 * kF < q₂) (hχ₁ : χ₁ ≤ 0) (hχ₂ : -(kF / π ^ 2) ≤ χ₂)
    (hx : x ≠ 0) :
    let H : ℝ → ℝ → ℝ := fun a b =>
      harrisQuadratic (kernel kF q₁) χ₁ a + harrisQuadratic (kernel kF q₂) χ₂ b
    H x 0 < H 0 0 ∧ H 0 0 < H 0 x := by
  have e : ∀ k χ y : ℝ, harrisQuadratic k χ y = harrisCurvature k χ * y ^ 2 / 2 := by
    intro k χ y
    simp only [harrisQuadratic, harris, harrisCurvature]
    ring
  have hx2 : 0 < x ^ 2 := by positivity
  have a1 := mul_pos (neg_pos.mpr (curvature_neg h0 h1 hχ₁)) hx2
  have a2 := mul_pos (curvature_pos hkF h2 hχ₂) hx2
  simp only [e]
  constructor <;> nlinarith

end

end HarrisJellium
```

```lean
#print axioms HarrisJellium.curvature_pos_iff
-- 'HarrisJellium.curvature_pos_iff' depends on axioms: [propext, Classical.choice, Quot.sound]
#print axioms HarrisJellium.jellium_harris_sign
-- 'HarrisJellium.jellium_harris_sign' depends on axioms: [propext, Classical.choice, Quot.sound]
#print axioms HarrisJellium.jellium_saddle
-- 'HarrisJellium.jellium_saddle' depends on axioms: [propext, Classical.choice, Quot.sound]
```

### How the proofs follow the derivation

`exchangeEnergy_hasDerivAt` applies the power rule `Real.hasDerivAt_rpow_const` with exponent 4/3. In `exchangeEnergy_second_deriv`, positivity of n is first deduced from `hkF` and `hn3`. The step `key` is the computation with c and m: `pow_left_inj₀` passes from equal cubes to kF = πcm, and the `calc` block multiplies out e″ kF² = −π. The closing `filter_upwards` uses that `deriv exchangeEnergy` agrees with `exchangePotential` on a neighbourhood of n, which is what differentiating a second time requires.

`harris_hasDerivAt` is the formula for H′. `harris_second_deriv` rewrites `deriv (harris B E v)` as residual times kernel everywhere (`hd`), applies the product rule, and removes the k′ term with `hsc`. `harris_second_deriv_witness` checks that the quadratic energies satisfy all six hypotheses of that theorem at x₀ = 0, for any k and χ.

`curvature_neg` and `curvature_pos` are the two sign arguments, and the `calc` chain for `h1` in the second is the displayed chain ending in 1/(πkF) ≤ 1. `curvature_pos_iff` argues by contradiction with the test mode: `hk` and `hχk` are the two displayed values, and `hP` is −k > 0. `jellium_harris_sign` identifies `k x₀` with `kernel kF q` through the exchange lemma, replaces H″ by `harrisCurvature`, and cites the two sign lemmas. `jellium_saddle` reduces each mode to curvature times amplitude squared over two (`e`) and multiplies the signs by x² > 0.

### Remarks

**Numbers.** Take kF = 1, so n = 1/(3π²), and χ = −1/π², the end of the allowed interval, which the free gas reaches only in the long-wave limit. At q = 1 the kernel is 4π − π = 3π, χk = −3/π, and the curvature is −3π − 9 ≈ −18.4. At q = 4 the kernel is π/4 − π = −3π/4, χk = 3/(4π), and the curvature is 3π/4 − 9/16 ≈ 1.79.

**Without the density bound.** At kF = 1/(2π) the test mode is q = 2/π = 4kF, with k = π³ − 4π³ = −3π³ and χ = −1/(2π³). Then χk = 3/2 and the curvature is −3π³/2, negative although q > 2kF. This χ lies in the allowed interval, but it is the long-wave value and not the response of the free gas at q = 4kF, so the example tests the theorem's hypotheses and does not describe dilute jellium.

**An explicit response function.** One could fix χ as the static Lindhard function of q instead of letting it range over an interval. For q > 2kF its magnitude stays below kF/(2π²), so the same chain would give χk < 1/(2πkF) and kF ≥ 1/(2π) would suffice; the file contains neither this function nor this bound. The sharpness in `curvature_pos_iff` is therefore a property of the interval [−kF/π², 0], and 1/π is not the threshold for the Lindhard response.

**In a calculation.** A code forms the eigenvalue sum in the potential built from the input density, subtracts the integral of the input density times its Hartree-xc potential, and adds the Hartree-xc energy of the input density and the ion-ion term, which does not depend on the density. In the one-mode model the first three are B(v(x)), x v(x) and E(x), and n_out − x is the residual that density mixing works with. In the exchange-only model with uncoupled quadratic modes, for kF ≥ 1/π and responses in [−kF/π², 0], an input error with wavevector below 2kF lowers this energy and one with wavevector above 2kF raises it, so there it is neither an upper nor a lower bound on the converged value.
